# Linear electro-optic response of a harmonic lattice as an electronic term plus a sum over modes

## Lattice, modes and permittivity

Let the ionic coordinates of a crystal cell be numbered by a finite set $n$, with one index for each atom and direction. The force constants, for displacements repeated in every cell and at fixed macroscopic electric field, form a real matrix $K$ and the masses a diagonal matrix $M=\mathrm{diag}(\mu)$. The normal modes $e_m$, as many as there are coordinates, satisfy
$$K e_m = w_m M e_m,\qquad \langle e_m, M e_k\rangle=\delta_{mk},$$
where $w_m$ is the squared frequency and $\langle\cdot,\cdot\rangle$ the ordinary dot product.

A static macroscopic field of amplitude $E$ along a fixed direction exerts the force $E z$ on the ions, where $z$ collects their Born effective charges for that direction. Their displacement $\tau(E)$ obeys $K\tau(E)=E z$. The optical permittivity, seen by light that oscillates too fast for the ions to follow, is the matrix
$$\varepsilon(E)=\varepsilon_0+E B+R(\tau(E)),\qquad R(u)=\sum_i u_i R_i .$$
Here $\varepsilon_0$ is the permittivity at zero field (not the vacuum constant), $B$ is the derivative of the permittivity with respect to the static field with the ions held fixed, and $R_i$ is the derivative of the permittivity with respect to coordinate $i$.

## The derivative at zero field

Suppose that $\varepsilon_0$ is invertible and that $R(e_m)=0$ whenever $w_m=0$. Then, entry by entry,
$$\left.\frac{d\,\varepsilon(E)^{-1}}{dE}\right|_{0}=-\varepsilon_0^{-1}X\varepsilon_0^{-1},\qquad X=B+\sum_{w_m\neq0}\frac{\langle e_m,z\rangle}{w_m}R(e_m).$$
For a rigid translation, the condition on $R$ is a sum rule: moving the whole crystal leaves its permittivity unchanged. For any other zero-frequency mode, such as a soft mode at a structural instability, it is an extra assumption. Below, the whole condition is called the sum rule.

If $R_i=a_iA$ with one matrix $A$ and a vector $a$ orthogonal to the zero-frequency modes, the lattice part of $X$ becomes $A\sum_{w_m\ne0}\langle a,e_m\rangle\langle e_m,z\rangle/w_m$.

In density functional perturbation theory, this is how third-order quantities ($B$ and $R_i$) combine with phonons into an electro-optic coefficient, here for a harmonic lattice at fixed strain.

## From force balance to the mode sum

**Completeness.** Let $P$ be the square matrix with rows $e_m$. Orthonormality reads $PMP^T=1$. A one-sided inverse of a square matrix is two-sided, so $P^TPM=1$ and $MP^TP=1$. Applied to a displacement $u$ and a force $z$, these give
$$u=\sum_m c_m e_m,\quad c_m=\langle e_m,Mu\rangle,\qquad z=\sum_m\langle e_m,z\rangle Me_m .$$

**Amplitudes.** If $Ku=z$, then $z=\sum_m c_mw_mMe_m$. The dot product with $e_k$ gives $\langle e_k,z\rangle=w_kc_k$.

**Solvability.** Hence $\langle e_k,z\rangle=0$ when $w_k=0$. Conversely, if $z$ is orthogonal to all zero-frequency modes, $u=\sum_{w_m\ne0}(\langle e_m,z\rangle/w_m)e_m$ satisfies
$$Ku=\sum_{w_m\ne0}\langle e_m,z\rangle Me_m=z .$$

**Permittivity.** By linearity $R(u)=\sum_m c_mR(e_m)$. Force balance leaves $c_m$ undetermined for $w_m=0$, but the sum rule removes those terms. In the others $c_m=\langle e_m,z\rangle/w_m$. With $u=\tau(E)$ and $z$ replaced by $Ez$, the lattice term is proportional to $E$, and $\varepsilon(E)=\varepsilon_0+EX$.

**Inverse.** For small $E$ the determinant of $\varepsilon_0+EX$ stays nonzero, and
$$(\varepsilon_0+EX)^{-1}-\varepsilon_0^{-1}=(\varepsilon_0+EX)^{-1}\bigl[\varepsilon_0-(\varepsilon_0+EX)\bigr]\varepsilon_0^{-1}=-E(\varepsilon_0+EX)^{-1}X\varepsilon_0^{-1}.$$
Dividing by $E\neq0$ and letting $E\to0$ gives the derivative, because the inverse is continuous at $\varepsilon_0$.

**One Raman matrix.** For $R_i=a_iA$ we have $R(v)=\langle a,v\rangle A$. The sum rule follows from $\langle a,e_m\rangle=0$ at $w_m=0$, and the mode sum takes the factorised form.

## Physical quantities in the Lean statement

`NormalModes K μ w e` contains the eigenvalue equation and mass-orthonormality. Modes and coordinates share the index type `n`, so the set of modes is complete. Symmetry of $K$ and positivity of the masses are not separate hypotheses: they follow from $K=\sum_m w_m(Me_m)(Me_m)^T$ and $M^{-1}=P^TP$. Negative `w m` is allowed; the balanced configuration is then stationary but not stable.

The type `d` numbers the directions that label the rows and columns of the permittivity. `ramanAlong R u` is $R(u)$, and `permittivity ε₀ B R τ E` is $\varepsilon(E)$. In `electroOptic_response`, `hε` is invertibility, `hR` the sum rule and `hτ` force balance at every field. Orthogonality of $z$ to the zero-frequency modes is already implied by `hτ`. The conclusion `HasDerivAt … 0` says that the entry `i j` of the inverse is differentiable at zero field, with the stated derivative.

The matrices $K$, $B$, $R_i$ and the force $z$ are inputs, not computed from an electronic ground state. Strain induced by the field, anharmonic forces and terms of the permittivity quadratic in displacement or field are left out of the model.

## The Lean file

```lean
import Mathlib

open Matrix Filter Topology

namespace ElectroOpticResponse

variable {n d : Type*} [Fintype n] [DecidableEq n] [Fintype d] [DecidableEq d]

/-- Normal modes `e m` of a lattice with force constants `K` and masses `μ`: they solve
`K e = w M e` with squared frequencies `w m`, and are orthonormal in the mass metric. -/
structure NormalModes (K : Matrix n n ℝ) (μ w : n → ℝ) (e : n → n → ℝ) : Prop where
  eigen : ∀ m, K *ᵥ e m = w m • (diagonal μ *ᵥ e m)
  ortho : ∀ m k, e m ⬝ᵥ (diagonal μ *ᵥ e k) = if m = k then 1 else 0

/-- First-order change of the optical permittivity under the ionic displacement `u`, where `R i` is
the derivative of the permittivity with respect to the ionic coordinate `i`. -/
def ramanAlong (R : n → Matrix d d ℝ) (u : n → ℝ) : Matrix d d ℝ := ∑ i, u i • R i

/-- Optical permittivity in a static field of strength `E`: the field-free value, the electronic
term linear in the field, and the contribution of the ionic displacement `τ E`. -/
def permittivity (ε₀ B : Matrix d d ℝ) (R : n → Matrix d d ℝ) (τ : ℝ → n → ℝ) (E : ℝ) :
    Matrix d d ℝ := ε₀ + E • B + ramanAlong R (τ E)

variable {K : Matrix n n ℝ} {μ w : n → ℝ} {e : n → n → ℝ}

/-- Every displacement is the sum of the normal modes weighted by its mass-weighted overlaps
with them. -/
theorem NormalModes.expansion (h : NormalModes K μ w e) (u : n → ℝ) :
    u = ∑ m, (e m ⬝ᵥ (diagonal μ *ᵥ u)) • e m := by
  have h1 : (of e * diagonal μ) * (of e)ᵀ = 1 := by
    ext m k
    rw [Matrix.mul_assoc, Matrix.one_apply, ← h.ortho m k]
    simp only [Matrix.mul_apply, dotProduct, Matrix.mulVec, transpose_apply, of_apply]
  -- a one-sided inverse of a square matrix is two-sided
  have h2 : (of e)ᵀ * (of e * diagonal μ) = 1 := mul_eq_one_comm.mp h1
  calc u = ((of e)ᵀ * (of e * diagonal μ)) *ᵥ u := by rw [h2, Matrix.one_mulVec]
    _ = _ := by
      rw [← Matrix.mulVec_mulVec, ← Matrix.mulVec_mulVec]
      ext i
      simp only [Matrix.mulVec, dotProduct, transpose_apply, of_apply, Finset.sum_apply,
        Pi.smul_apply, smul_eq_mul]
      exact Finset.sum_congr rfl fun m _ => mul_comm _ _

/-- The force `z` on a mode equals its squared frequency times its amplitude in a displacement
`u` that satisfies `K u = z`. -/
theorem NormalModes.mode_force (h : NormalModes K μ w e) {u z : n → ℝ} (hu : K *ᵥ u = z)
    (k : n) : e k ⬝ᵥ z = w k * (e k ⬝ᵥ (diagonal μ *ᵥ u)) := by
  have hK := congrArg K.mulVecLin (h.expansion u)
  simp only [map_sum, map_smul, Matrix.mulVecLin_apply, h.eigen] at hK
  have hdot : ∀ (c : n → ℝ) (v : n → n → ℝ),
      e k ⬝ᵥ (∑ m, c m • v m) = ∑ m, c m * (e k ⬝ᵥ v m) := by
    intro c v
    simp only [dotProduct, Finset.sum_apply, Pi.smul_apply, smul_eq_mul, Finset.mul_sum]
    rw [Finset.sum_comm]
    exact Finset.sum_congr rfl fun m _ => Finset.sum_congr rfl fun i _ => by ring
  rw [← hu, hK, hdot]
  simp only [dotProduct_smul, h.ortho, smul_eq_mul, mul_ite, mul_one, mul_zero,
    Finset.sum_ite_eq, Finset.mem_univ, if_true]
  ring

/-- A static displacement balancing the force `z` exists exactly when `z` does not act on any
zero-frequency mode. -/
theorem NormalModes.solvable_iff (h : NormalModes K μ w e) (z : n → ℝ) :
    (∃ u, K *ᵥ u = z) ↔ ∀ m, w m = 0 → e m ⬝ᵥ z = 0 := by
  constructor
  · rintro ⟨u, hu⟩ m hw
    rw [h.mode_force hu, hw, zero_mul]
  · intro hz
    have h1 : of e * (diagonal μ * (of e)ᵀ) = 1 := by
      ext m k
      rw [Matrix.one_apply, ← h.ortho m k]
      simp only [Matrix.mul_apply, dotProduct, Matrix.mulVec, transpose_apply, of_apply]
    have h2 : (diagonal μ * (of e)ᵀ) * of e = 1 := mul_eq_one_comm.mp h1
    -- expansion of the force in the dual basis `M e m`
    have hforce : z = ∑ m, (e m ⬝ᵥ z) • (diagonal μ *ᵥ e m) := by
      calc z = ((diagonal μ * (of e)ᵀ) * of e) *ᵥ z := by rw [h2, Matrix.one_mulVec]
        _ = _ := by
          rw [← Matrix.mulVec_mulVec]
          ext i
          simp only [Matrix.mulVec, dotProduct, Matrix.mul_apply, transpose_apply, of_apply,
            Finset.sum_apply, Pi.smul_apply, smul_eq_mul]
          exact Finset.sum_congr rfl fun m _ => mul_comm _ _
    refine ⟨∑ m, ((e m ⬝ᵥ z) / w m) • e m, ?_⟩
    have hK := map_sum K.mulVecLin (fun m => ((e m ⬝ᵥ z) / w m) • e m) Finset.univ
    simp only [map_smul, Matrix.mulVecLin_apply, h.eigen] at hK
    rw [hK]
    refine Eq.trans ?_ hforce.symm
    refine Finset.sum_congr rfl fun m _ => ?_
    rw [smul_smul]
    by_cases hw : w m = 0
    · rw [hz m hw, hw, mul_zero]
    · rw [div_mul_cancel₀ _ hw]

omit [Fintype d] [DecidableEq d] in
/-- If the permittivity is unchanged along every zero-frequency mode, its change under a
displacement with `K u = z` is a sum over the modes of nonzero frequency. -/
theorem NormalModes.raman_sum (h : NormalModes K μ w e) {R : n → Matrix d d ℝ}
    (hR : ∀ m, w m = 0 → ramanAlong R (e m) = 0) {u z : n → ℝ} (hu : K *ᵥ u = z) :
    ramanAlong R u = ∑ m with w m ≠ 0, ((e m ⬝ᵥ z) / w m) • ramanAlong R (e m) := by
  have hlin : ∀ c : n → ℝ,
      ramanAlong R (∑ m, c m • e m) = ∑ m, c m • ramanAlong R (e m) := by
    intro c
    simp only [ramanAlong, Finset.sum_apply, Pi.smul_apply, smul_eq_mul, Finset.sum_smul,
      Finset.smul_sum, smul_smul]
    exact Finset.sum_comm
  rw [Finset.sum_filter]
  refine (congrArg (ramanAlong R) (h.expansion u)).trans ?_
  rw [hlin]
  refine Finset.sum_congr rfl fun m _ => ?_
  by_cases hw : w m = 0
  · rw [hR m hw, smul_zero, if_neg (not_not.mpr hw)]
  · rw [if_pos hw, h.mode_force hu, mul_div_cancel_left₀ _ hw]

/-- First-order change of the inverse of an invertible permittivity `ε₀` under a perturbation
`t X`, entry by entry. -/
theorem hasDerivAt_inverse {ε₀ : Matrix d d ℝ} (hε : ε₀.det ≠ 0) (X : Matrix d d ℝ) (i j : d) :
    HasDerivAt (fun t : ℝ => (ε₀ + t • X)⁻¹ i j) (-((ε₀⁻¹ * X * ε₀⁻¹) i j)) 0 := by
  have hc : Continuous fun t : ℝ => ε₀ + t • X :=
    continuous_const.add (continuous_id.smul continuous_const)
  have hdet : ContinuousAt (fun t : ℝ => (ε₀ + t • X).det) 0 := hc.matrix_det.continuousAt
  have h0 : (ε₀ + (0 : ℝ) • X).det ≠ 0 := by rwa [zero_smul, add_zero]
  have hinv : ContinuousAt (fun t : ℝ => (ε₀ + t • X)⁻¹) 0 := by
    simp only [Matrix.inv_def, Ring.inverse_eq_inv']
    exact (hdet.inv₀ h0).smul hc.matrix_adjugate.continuousAt
  have hG : Continuous fun G : Matrix d d ℝ => -((G * X * ε₀⁻¹) i j) :=
    (((continuous_id.matrix_mul continuous_const).matrix_mul
      continuous_const).matrix_elem i j).neg
  have hlim : Tendsto (fun t : ℝ => -(((ε₀ + t • X)⁻¹ * X * ε₀⁻¹) i j)) (𝓝 0)
      (𝓝 (-((ε₀⁻¹ * X * ε₀⁻¹) i j))) := by
    have h1 := (hG.continuousAt (x := (ε₀ + (0 : ℝ) • X)⁻¹)).tendsto.comp hinv.tendsto
    simpa only [zero_smul, add_zero, Function.comp_def] using h1
  rw [hasDerivAt_iff_tendsto_slope]
  refine (hlim.mono_left nhdsWithin_le_nhds).congr' ?_
  filter_upwards [(hdet.eventually_ne h0).filter_mono nhdsWithin_le_nhds,
    self_mem_nhdsWithin] with t ht ht0
  have ht0' : t ≠ 0 := ht0
  have h1 := Matrix.mul_nonsing_inv ε₀ (isUnit_iff_ne_zero.mpr hε)
  have h2 := Matrix.nonsing_inv_mul (ε₀ + t • X) (isUnit_iff_ne_zero.mpr ht)
  -- resolvent identity
  have key : (ε₀ + t • X)⁻¹ - ε₀⁻¹ = -(t • ((ε₀ + t • X)⁻¹ * X * ε₀⁻¹)) := by
    calc (ε₀ + t • X)⁻¹ - ε₀⁻¹
        = (ε₀ + t • X)⁻¹ * (ε₀ * ε₀⁻¹) - ((ε₀ + t • X)⁻¹ * (ε₀ + t • X)) * ε₀⁻¹ := by
          rw [h1, h2, mul_one, one_mul]
      _ = _ := by
          simp only [mul_add, add_mul, Matrix.mul_smul, Matrix.smul_mul, mul_assoc]
          abel
  have hk := congrFun (congrFun key i) j
  simp only [Matrix.sub_apply, Matrix.neg_apply, Matrix.smul_apply, smul_eq_mul] at hk
  rw [slope_def_field]
  simp only [zero_smul, add_zero, sub_zero]
  rw [hk, eq_div_iff ht0']
  ring

/-- Linear electro-optic response: for invertible `ε₀`, ions in static balance `K τ = E z`, and
a permittivity unchanged along zero-frequency modes, the derivative of the inverse permittivity
at zero field is an electronic term plus a sum over modes of nonzero frequency. -/
theorem electroOptic_response (h : NormalModes K μ w e) {ε₀ : Matrix d d ℝ} (hε : ε₀.det ≠ 0)
    (B : Matrix d d ℝ) {R : n → Matrix d d ℝ} (hR : ∀ m, w m = 0 → ramanAlong R (e m) = 0)
    {z : n → ℝ} {τ : ℝ → n → ℝ} (hτ : ∀ E, K *ᵥ τ E = E • z) (i j : d) :
    HasDerivAt (fun E => (permittivity ε₀ B R τ E)⁻¹ i j)
      (-((ε₀⁻¹ * (B + ∑ m with w m ≠ 0, ((e m ⬝ᵥ z) / w m) • ramanAlong R (e m))
        * ε₀⁻¹) i j)) 0 := by
  have hlin : ∀ E, permittivity ε₀ B R τ E = ε₀ + E • (B +
      ∑ m with w m ≠ 0, ((e m ⬝ᵥ z) / w m) • ramanAlong R (e m)) := by
    intro E
    rw [permittivity, h.raman_sum hR (hτ E), smul_add, Finset.smul_sum, add_assoc]
    simp only [dotProduct_smul, smul_eq_mul, smul_smul, mul_div_assoc]
  simp only [hlin]
  exact hasDerivAt_inverse hε _ i j

/-- The case of one Raman matrix `A` with coupling vector `a` orthogonal to all zero-frequency
modes, for invertible `ε₀` and a displacement per unit field `u` with `K u = z`. -/
theorem electroOptic_single (h : NormalModes K μ w e) {ε₀ : Matrix d d ℝ} (hε : ε₀.det ≠ 0)
    (A B : Matrix d d ℝ) {a u z : n → ℝ} (ha : ∀ m, w m = 0 → a ⬝ᵥ e m = 0)
    (hu : K *ᵥ u = z) (i j : d) :
    HasDerivAt (fun E : ℝ => (ε₀ + E • (B + (a ⬝ᵥ u) • A))⁻¹ i j)
      (-((ε₀⁻¹ * (B + (∑ m with w m ≠ 0, (a ⬝ᵥ e m) * (e m ⬝ᵥ z) / w m) • A)
        * ε₀⁻¹) i j)) 0 := by
  have hf : ∀ v : n → ℝ, ramanAlong (fun k => a k • A) v = (a ⬝ᵥ v) • A := by
    intro v
    rw [ramanAlong, dotProduct, Finset.sum_smul]
    exact Finset.sum_congr rfl fun k _ => by rw [smul_smul, mul_comm]
  have hs := h.raman_sum (R := fun k => a k • A)
    (fun m hw => by rw [hf, ha m hw, zero_smul]) hu
  have hsum : (a ⬝ᵥ u) • A =
      (∑ m with w m ≠ 0, (a ⬝ᵥ e m) * (e m ⬝ᵥ z) / w m) • A := by
    rw [← hf u, hs, Finset.sum_smul]
    refine Finset.sum_congr rfl fun m _ => ?_
    rw [hf, smul_smul]
    congr 1
    ring
  rw [← hsum]
  exact hasDerivAt_inverse hε _ i j

/-- Two atoms of masses 9 and 16 joined by a spring: explicit normal modes, a displacement
balancing opposite forces on the atoms, and orthogonality of these forces to the translation. -/
theorem normalModes_witness :
    NormalModes !![144, -144; -144, 144] ![9, 16] ![0, 25]
        ![![1 / 5, 1 / 5], ![4 / 15, -3 / 20]] ∧
      !![144, -144; -144, 144] *ᵥ ![1 / 144, 0] = (![1, -1] : Fin 2 → ℝ) ∧
      ![1, -1] ⬝ᵥ ![1 / 5, 1 / 5] = (0 : ℝ) := by
  refine ⟨⟨?_, ?_⟩, ?_, ?_⟩
  · intro m
    ext i
    fin_cases m <;> fin_cases i <;>
      simp [Matrix.mulVec, dotProduct, Fin.sum_univ_succ] <;> norm_num
  · intro m k
    fin_cases m <;> fin_cases k <;>
      simp [Matrix.mulVec, dotProduct, Fin.sum_univ_succ, diagonal_apply] <;> norm_num
  · ext i
    fin_cases i <;> simp [Matrix.mulVec, dotProduct, Fin.sum_univ_succ]
  · simp [dotProduct, Fin.sum_univ_succ]

end ElectroOpticResponse
```

```lean
#print axioms ElectroOpticResponse.NormalModes.solvable_iff
-- 'ElectroOpticResponse.NormalModes.solvable_iff' depends on axioms: [propext, Classical.choice, Quot.sound]
#print axioms ElectroOpticResponse.electroOptic_response
-- 'ElectroOpticResponse.electroOptic_response' depends on axioms: [propext, Classical.choice, Quot.sound]
#print axioms ElectroOpticResponse.electroOptic_single
-- 'ElectroOpticResponse.electroOptic_single' depends on axioms: [propext, Classical.choice, Quot.sound]
```

## How the lemmas fit together

`NormalModes.expansion` proves completeness for displacements; `mul_eq_one_comm` turns the one-sided inverse into a two-sided one. `NormalModes.mode_force` applies $K$ to this expansion and projects on mode `k`.

`NormalModes.solvable_iff` gets one direction from `mode_force`. For the other it expands the force in the vectors $Me_m$ and constructs the displacement. Its sum runs over all modes. Once $K$ is applied, a zero-frequency term carries the factor $w_m=0$, and the matching term of the force vanishes by hypothesis.

`NormalModes.raman_sum` splits each term by `by_cases hw : w m = 0`: the sum rule removes it, or `mode_force` supplies its amplitude.

`hasDerivAt_inverse` contains the analysis. Continuity of the determinant and the adjugate gives `hinv`, continuity of the inverse at zero. The equation `key` is the resolvent identity, and it identifies the difference quotient with the expression whose limit is `hlim`.

In `electroOptic_response`, `hlin` rewrites the permittivity as $\varepsilon_0+EX$, and `hasDerivAt_inverse` finishes. `electroOptic_single` specialises `raman_sum` to $R_i=a_iA$, with displacement $Eu$ and $Ku=z$.

`normalModes_witness` gives an example of two atoms moving along one line, with masses 9 and 16 and spring constant 144. The translation $e_0=(1/5,1/5)$ has $w_0=0$, and the vibration $e_1=(4/15,-3/20)$ has $w_1=25$. For $a=z=(1,-1)$ and $u=(1/144,0)$, the mode sum is $(5/12)^2/25=1/144$, which equals $\langle a,u\rangle$.
